# The phase factor of a wave on N periodic sites is the standard additive character of the integers mod N, evaluated at wave index times site

For a wave with index k at site j, both taken modulo a nonzero natural number N, the phase angle is defined as 2πkj/N, with k and j replaced by their standard representatives between 0 and N − 1. The theorem `exp_phase` states that the phase factor, the exponential of i times this angle, equals the standard additive character of `ZMod N` at the product jk. That character sends the class of an integer m to exp(2πim/N). The statement concerns this phase factor alone; no Hamiltonian or quantum state enters. The attempt writes jk as the class of the product of the two representatives, applies the formula for the character at an integer, and then compares the exponents.

The first attempt, which Lean rejects:

```lean
import Mathlib

open Matrix

namespace MagneticHelix

noncomputable section

variable {N : ℕ} [NeZero N]

/-- The phase angle `2π k j / N` of the wave with index `k` at site `j`, computed with the
standard representatives of the two residues. -/
def phase (k j : ZMod N) : ℝ := 2 * Real.pi * ((k.val : ℝ) * (j.val : ℝ)) / (N : ℝ)

/-- The phase factor is the standard additive character of `ZMod N` at the product of
wave index and site. -/
theorem exp_phase (k j : ZMod N) :
    Complex.exp ((phase k j : ℂ) * Complex.I) = ZMod.stdAddChar (j * k) := by
  have hc : j * k = (((k.val * j.val : ℕ) : ℤ) : ZMod N) := by
    rw [Int.cast_natCast, Nat.cast_mul, ZMod.natCast_zmod_val, ZMod.natCast_zmod_val,
      mul_comm]
  rw [hc, ZMod.stdAddChar_coe]
  unfold phase
  congr 1
  simp only [Complex.ofReal_div, Complex.ofReal_mul, Complex.ofReal_natCast,
    Complex.ofReal_ofNat, Int.cast_natCast, Nat.cast_mul]
  ring

end

end MagneticHelix
```

Lean reports:

```
Try this:
  [apply] ring_nf
  
  The `ring` tactic failed to close the goal. Use `ring_nf` to obtain a normal form.
    
  Note that `ring` works primarily in *commutative* rings. If you have a noncommutative ring, abelian group or module, consider using `noncomm_ring`, `abel` or `module` instead.
Main.lean:18:75: error: unsolved goals
N : ℕ
inst✝ : NeZero N
k j : ZMod N
hc : j * k = ↑↑(k.val * j.val)
⊢ ↑Real.pi * ↑k.val * ↑j.val * (↑N)⁻¹ * Complex.I * 2 = ↑Real.pi * (↑N)⁻¹ * Complex.I * ↑(↑k.val * ↑j.val) * 2
Main.lean:26:26: warning: This simp argument is unused:
  Int.cast_natCast

Hint: Omit it from the simp argument list.
  [apply] simp only [Complex.ofReal_div, Complex.ofReal_mul, Complex.ofReal_natCast, Complex.ofReal_ofNat, Nat.cast_mul]

Note: This linter can be disabled with `set_option linter.unusedSimpArgs false`
```

The error shows the equation left over after `ring`. Its two sides agree mathematically, but the right side still contains `↑(↑k.val * ↑j.val)`, a product of integers under a single cast to the complex numbers. `ring` does not push that cast through the product, so it cannot match it with the separate factors on the left.

The product began as a natural number, cast first to the integers and then to the complex numbers. `simp only` works on the inner term first, so `Nat.cast_mul` split the inner cast. The outer cast then stood over a product, where `Int.cast_natCast` does not apply; hence the warning that this argument is unused.

The repair adds `Int.cast_mul`, which splits the outer cast as well. `Int.cast_natCast` can then turn each factor into a direct cast from the natural numbers, as on the left, and `ring` closes the goal.

After these edits no error is left:

```diff
@@ -24,5 +24,5 @@
   congr 1
   simp only [Complex.ofReal_div, Complex.ofReal_mul, Complex.ofReal_natCast,
-    Complex.ofReal_ofNat, Int.cast_natCast, Nat.cast_mul]
+    Complex.ofReal_ofNat, Int.cast_natCast, Nat.cast_mul, Int.cast_mul]
   ring
 
```
